# Intersubband coupling in a tapered hard-wall wire: a closed form

A hard-wall wire of width W > 0, with walls at y = 0 and y = W, has the transverse modes

φₙ(W, y) = √(2/W) sin(nπy/W), n = 1, 2, 3, …

When the width changes, mode n acquires a component along mode m. The coupling that measures this is

Aₘₙ = ∫₀ᵂ φₘ (∂φₙ/∂W) dy = (−1)^(m+n) · 2mn / (W(m² − n²)) for m ≠ n,

and Aₙₙ = 0. These numbers enter the description of scattering between subbands in mode-space transport calculations for non-interacting electrons in a wire with one straight wall at y = 0 and infinitely high confinement.

## The modes and their coupling

```lean
import Mathlib

open Real MeasureTheory

namespace TaperedWire

noncomputable section
```

The file loads Mathlib, Lean's mathematical library, and opens the namespaces that allow short names such as `sin` and `π`.

```lean
/-- The transverse mode `√(2/W) sin(nπy/W)` of a hard-wall wire of width `W > 0`. -/
def mode (n : ℕ) (W y : ℝ) : ℝ := √(2 / W) * sin (n * π * y / W)
```

`mode n W y` is φₙ(W, y). The mode number `n` is a natural number, while `W` and `y` are real. Lean's natural numbers include 0, for which the function vanishes identically; the physical modes start at n = 1.

```lean
/-- The intersubband coupling for width `W > 0`: the integral across the wire of mode `m`
times the derivative of mode `n` with respect to the width. -/
def coupling (m n : ℕ) (W : ℝ) : ℝ :=
  ∫ y in (0 : ℝ)..W, mode m W y * deriv (fun w => mode n w y) W
```

`coupling m n W` is Aₘₙ, written as an actual integral of an actual derivative. The expression `fun w => mode n w y` treats the mode as a function of width at fixed y, and `deriv … W` differentiates it at W. The upper limit of the integral is not differentiated.

Holding y fixed also fixes the geometry: the wall at y = 0 stays in place and the other one moves. In a wire that widens symmetrically about its axis, the couplings with m + n odd vanish instead, because each mode keeps its parity about the axis.

## What stretching does to a mode

```lean
/-- At fixed `y` and width `W > 0`, the width derivative of a mode is the sum of a
normalisation term and a stretching term. -/
theorem hasDerivAt_mode (n : ℕ) {W : ℝ} (hW : 0 < W) (y : ℝ) :
    HasDerivAt (fun w => mode n w y)
      (-(1 / (2 * W)) * mode n W y
        - √(2 / W) * (n * π * y / W ^ 2) * cos (n * π * y / W)) W := by
  have hinv (c : ℝ) : HasDerivAt (fun w : ℝ => c / w) (-c / W ^ 2) W := by
    have h := (hasDerivAt_const W c).fun_div (hasDerivAt_id' W) hW.ne'
    exact h.congr_deriv (by ring)
  have hq : √(2 / W) * √(2 / W) = 2 / W := Real.mul_self_sqrt (by positivity)
  have hs : -2 / W ^ 2 / (2 * √(2 / W)) = -(1 / (2 * W)) * √(2 / W) := by
    rw [div_eq_iff (by positivity)]
    linear_combination (1 / W) * hq
  have h2 : HasDerivAt (fun w : ℝ => √(2 / w)) (-(1 / (2 * W)) * √(2 / W)) W :=
    ((hinv 2).sqrt (by positivity)).congr_deriv hs
  have h4 := h2.fun_mul (hinv (n * π * y)).sin
  refine HasDerivAt.congr_deriv h4 ?_
  simp only [mode]
  ring
```

`HasDerivAt f f' x` says that f is differentiable at x with derivative f'. The statement in ordinary notation is

∂φₙ/∂W = −(1/(2W)) φₙ − √(2/W) (nπy/W²) cos(nπy/W).

By hand, the two factors of the mode give

d/dW √(2/W) = (−2/W²) / (2√(2/W)) = −(1/(2W)) √(2/W),

d/dW (nπy/W) = −nπy/W²,

and the product rule combines them. The first term comes from the normalisation, the second from the stretching of the sine.

In the proof, `hinv` differentiates c/w and serves both factors. `h2` is the derivative of the square root and `h4` is the product rule. `congr_deriv` then replaces the resulting derivative by an equal expression, with `ring` doing the algebra.

## Two integrals across the wire

```lean
/-- The phase `qπy/W` grows across the wire at the constant rate `qπ/W`. -/
theorem hasDerivAt_phase (q W y : ℝ) :
    HasDerivAt (fun y => q * π * y / W) (q * π / W) y :=
  (((hasDerivAt_id' y).const_mul (q * π)).div_const W).congr_deriv (by ring)
```

This is the inner derivative needed for the chain rule: d/dy (qπy/W) = qπ/W.

```lean
/-- For `W > 0`, a cosine wave with `q ≠ 0` and `sin(qπ) = 0` averages to zero
across the wire. -/
theorem integral_cos_phase {W q : ℝ} (hW : 0 < W) (hq : q ≠ 0) (hs : sin (q * π) = 0) :
    ∫ y in (0 : ℝ)..W, cos (q * π * y / W) = 0 := by
  have hab : W / (q * π) * (q * π / W) = 1 := by field_simp
  have hF (y : ℝ) : HasDerivAt (fun y => W / (q * π) * sin (q * π * y / W))
      (cos (q * π * y / W)) y := by
    have h := (hasDerivAt_phase q W y).sin.const_mul (W / (q * π))
    exact h.congr_deriv (by linear_combination cos (q * π * y / W) * hab)
  have hw : q * π * W / W = q * π := mul_div_cancel_right₀ _ hW.ne'
  rw [intervalIntegral.integral_eq_sub_of_hasDerivAt (fun y _ => hF y)
    (Continuous.intervalIntegrable (by fun_prop) _ _)]
  simp only [hw, hs, mul_zero, zero_div, Real.sin_zero, sub_zero]
```

Here q is a nonzero real number with sin(qπ) = 0, in other words a nonzero integer. Stating it this way lets q be a difference m − n of either sign. The argument is

∫₀ᵂ cos(qπy/W) dy = (W/(qπ)) [sin(qπ) − sin 0] = 0.

`hF` checks the antiderivative by differentiating it, and `integral_eq_sub_of_hasDerivAt` is the fundamental theorem of calculus.

```lean
/-- For `W > 0`, the first moment across the wire of a sine wave with `q ≠ 0` and
`sin(qπ) = 0` is `-W² cos(qπ)/(qπ)`. -/
theorem integral_mul_sin_phase {W q : ℝ} (hW : 0 < W) (hq : q ≠ 0)
    (hs : sin (q * π) = 0) :
    ∫ y in (0 : ℝ)..W, y * sin (q * π * y / W) = -(W ^ 2 * cos (q * π) / (q * π)) := by
  have hab : W / (q * π) * (q * π / W) = 1 := by field_simp
  have hG (y : ℝ) : HasDerivAt (fun y => -(W / (q * π)) * (y * cos (q * π * y / W))
      + (W / (q * π)) ^ 2 * sin (q * π * y / W)) (y * sin (q * π * y / W)) y := by
    have hp := hasDerivAt_phase q W y
    have h := (((hasDerivAt_id' y).fun_mul hp.cos).const_mul (-(W / (q * π)))).fun_add
      (hp.sin.const_mul ((W / (q * π)) ^ 2))
    exact h.congr_deriv (by
      linear_combination
        (y * sin (q * π * y / W) + W / (q * π) * cos (q * π * y / W)) * hab)
  have hw : q * π * W / W = q * π := mul_div_cancel_right₀ _ hW.ne'
  rw [intervalIntegral.integral_eq_sub_of_hasDerivAt (fun y _ => hG y)
    (Continuous.intervalIntegrable (by fun_prop) _ _)]
  simp only [hw, hs, mul_zero, zero_mul, zero_div, Real.sin_zero, add_zero, sub_zero]
  ring
```

Integration by parts suggests the antiderivative

G(y) = −(W/(qπ)) y cos(qπy/W) + (W/(qπ))² sin(qπy/W).

Differentiating G produces two cosine terms that cancel and leaves y sin(qπy/W). Since G(0) = 0 and sin(qπ) = 0,

∫₀ᵂ y sin(qπy/W) dy = G(W) = −W² cos(qπ)/(qπ).

The proof has the same shape as the previous one, with `hG` in the role of `hF`.

```lean
/-- At the sum and the difference of two mode numbers, the sine of the full phase vanishes
and the cosine is `(-1)^(m+n)`. -/
theorem wall_phases (m n : ℕ) :
    sin (((m : ℝ) + n) * π) = 0 ∧ sin (((m : ℝ) - n) * π) = 0 ∧
    cos (((m : ℝ) + n) * π) = (-1) ^ (m + n) ∧
    cos (((m : ℝ) - n) * π) = (-1) ^ (m + n) := by
  simp only [add_mul, sub_mul, Real.sin_add, Real.sin_sub, Real.cos_add, Real.cos_sub,
    Real.sin_nat_mul_pi, Real.cos_nat_mul_pi, pow_add, mul_zero, zero_mul, add_zero,
    sub_zero, and_self]
```

The values q = m + n and q = m − n are the ones that will occur. From sin(mπ) = 0, cos(mπ) = (−1)^m and the addition formulas,

sin((m ± n)π) = 0, cos((m ± n)π) = (−1)^m (−1)^n = (−1)^(m+n).

The notation `(m : ℝ)` makes the subtraction take place in the real numbers, so m − n may be negative.

## Orthonormal modes

```lean
/-- For `W > 0` and `n ≥ 1`, the overlap of modes `m` and `n` is one if `m = n` and
zero otherwise. -/
theorem mode_orthonormal (m : ℕ) {n : ℕ} {W : ℝ} (hW : 0 < W) (hn : 0 < n) :
    ∫ y in (0 : ℝ)..W, mode m W y * mode n W y = if m = n then 1 else 0 := by
  have hq : √(2 / W) * √(2 / W) = 2 / W := Real.mul_self_sqrt (by positivity)
  have key (y : ℝ) : mode m W y * mode n W y = 1 / W *
      (cos (((m : ℝ) - n) * π * y / W) - cos (((m : ℝ) + n) * π * y / W)) := by
    have e1 : ((m : ℝ) - n) * π * y / W = m * π * y / W - n * π * y / W := by ring
    have e2 : ((m : ℝ) + n) * π * y / W = m * π * y / W + n * π * y / W := by ring
    rw [e1, e2, Real.cos_sub, Real.cos_add]
    simp only [mode]
    linear_combination sin (m * π * y / W) * sin (n * π * y / W) * hq
  have j (q : ℝ) : IntervalIntegrable (fun y => cos (q * π * y / W)) volume 0 W :=
    Continuous.intervalIntegrable (by fun_prop) _ _
  obtain ⟨hs1, hs2, -, -⟩ := wall_phases m n
  have hp : (m : ℝ) + n ≠ 0 := by positivity
  simp only [key]
  rw [intervalIntegral.integral_const_mul,
    intervalIntegral.integral_sub (j ((m : ℝ) - n)) (j ((m : ℝ) + n)),
    integral_cos_phase hW hp hs1]
  by_cases h : m = n
  · subst h
    have z : ∫ y in (0 : ℝ)..W, cos (((m : ℝ) - m) * π * y / W) = W := by simp
    rw [z, if_pos rfl, sub_zero, one_div_mul_cancel hW.ne']
  · have hd : (m : ℝ) - n ≠ 0 := sub_ne_zero.mpr (by exact_mod_cast h)
    rw [integral_cos_phase hW hd hs2, if_neg h, sub_zero, mul_zero]
```

The expression `if m = n then 1 else 0` is the Kronecker delta δₘₙ. By hand, the product-to-sum identity gives

φₘφₙ = (1/W) [cos((m − n)πy/W) − cos((m + n)πy/W)].

The second cosine integrates to zero because m + n ≥ 1. The first integrates to zero if m ≠ n; if m = n it equals 1 everywhere and integrates to W, so the overlap is 1. The hypothesis `0 < n` excludes the vanishing mode, which has norm zero.

`key` is the product-to-sum identity. Its last line, `linear_combination … * hq`, derives the identity from a multiple of `hq`, which states √(2/W)·√(2/W) = 2/W. `by_cases` separates m = n from m ≠ n.

## The coupling formula

```lean
/-- For width `W > 0`, the intersubband coupling is `(-1)^(m+n) 2mn/(W(m²-n²))` between
different modes and zero within one mode. -/
theorem coupling_eq (m n : ℕ) {W : ℝ} (hW : 0 < W) :
    coupling m n W = if m = n then 0 else
      (-1) ^ (m + n) * (2 * m * n) / (W * ((m : ℝ) ^ 2 - (n : ℝ) ^ 2)) := by
  rcases n.eq_zero_or_pos with rfl | hn
  · simp [coupling, mode]
  have hq : √(2 / W) * √(2 / W) = 2 / W := Real.mul_self_sqrt (by positivity)
  -- split the integrand into an overlap and two first moments
  have key (y : ℝ) : mode m W y * deriv (fun w => mode n w y) W =
      -(1 / (2 * W)) * (mode m W y * mode n W y) - n * π / W ^ 3 *
      (y * sin (((m : ℝ) + n) * π * y / W) + y * sin (((m : ℝ) - n) * π * y / W)) := by
    have e1 : ((m : ℝ) - n) * π * y / W = m * π * y / W - n * π * y / W := by ring
    have e2 : ((m : ℝ) + n) * π * y / W = m * π * y / W + n * π * y / W := by ring
    rw [(hasDerivAt_mode n hW y).deriv, e1, e2, Real.sin_sub, Real.sin_add]
    simp only [mode]
    linear_combination
      (-(n * π * y / W ^ 2) * sin (m * π * y / W) * cos (n * π * y / W)) * hq
  have i1 : IntervalIntegrable
      (fun y => -(1 / (2 * W)) * (mode m W y * mode n W y)) volume 0 W :=
    Continuous.intervalIntegrable (by simp only [mode]; fun_prop) _ _
  have i2 : IntervalIntegrable (fun y => n * π / W ^ 3 *
      (y * sin (((m : ℝ) + n) * π * y / W) + y * sin (((m : ℝ) - n) * π * y / W)))
      volume 0 W := Continuous.intervalIntegrable (by fun_prop) _ _
  have j (q : ℝ) : IntervalIntegrable (fun y => y * sin (q * π * y / W)) volume 0 W :=
    Continuous.intervalIntegrable (by fun_prop) _ _
  obtain ⟨hs1, hs2, hc1, hc2⟩ := wall_phases m n
  have hp : (m : ℝ) + n ≠ 0 := by positivity
  simp only [coupling, key]
  rw [intervalIntegral.integral_sub i1 i2, intervalIntegral.integral_const_mul,
    intervalIntegral.integral_const_mul,
    intervalIntegral.integral_add (j ((m : ℝ) + n)) (j ((m : ℝ) - n)),
    mode_orthonormal m hW hn, integral_mul_sin_phase hW hp hs1, hc1]
  by_cases h : m = n
  · -- normalisation and stretching cancel on the diagonal
    subst h
    have z : ∫ y in (0 : ℝ)..W, y * sin (((m : ℝ) - m) * π * y / W) = 0 := by simp
    have hm : (m : ℝ) ≠ 0 := by positivity
    rw [z, if_pos rfl, if_pos rfl, Even.neg_one_pow ⟨m, rfl⟩, ← two_mul (m : ℝ)]
    field_simp
    ring
  · have hd : (m : ℝ) - n ≠ 0 := sub_ne_zero.mpr (by exact_mod_cast h)
    rw [integral_mul_sin_phase hW hd hs2, hc2, if_neg h, if_neg h, sq_sub_sq]
    field_simp
    ring
```

Insert the width derivative into the integrand and use

2 sin a cos b = sin(a + b) + sin(a − b).

This gives

φₘ ∂φₙ/∂W = −(1/(2W)) φₘφₙ − (nπ/W³) [y sin((m + n)πy/W) + y sin((m − n)πy/W)].

For m ≠ n the overlap vanishes, and the two first moments yield

Aₘₙ = (n/W) (−1)^(m+n) [1/(m + n) + 1/(m − n)]
= (−1)^(m+n) · 2mn / (W(m² − n²)).

For m = n ≥ 1 the second sine is identically zero and cos(2nπ) = 1, so

Aₙₙ = −1/(2W) + (n/W) · 1/(2n) = 0.

Normalisation and stretching cancel exactly.

The Lean proof first disposes of n = 0, where both sides vanish. `key` is the split integrand. The facts `i1`, `i2` and `j` record that its parts are integrable, which Lean requires before it separates the integral of a sum. After the known integrals are inserted, `by_cases` treats the two cases above, and `field_simp` and `ring` clear denominators and finish the algebra.

## A width that varies along the wire

```lean
/-- In a wire whose width `w` is positive and differentiable at `x`, the coupling through
the derivative along the wire is the slope `w'` times the width coupling. -/
theorem tapered_coupling (m n : ℕ) {w : ℝ → ℝ} {w' x : ℝ}
    (hw : HasDerivAt w w' x) (hpos : 0 < w x) :
    ∫ y in (0 : ℝ)..w x, mode m (w x) y * deriv (fun t => mode n (w t) y) x =
      if m = n then 0 else
        w' * ((-1) ^ (m + n) * (2 * m * n) / (w x * ((m : ℝ) ^ 2 - (n : ℝ) ^ 2))) := by
  have key (y : ℝ) : mode m (w x) y * deriv (fun t => mode n (w t) y) x =
      w' * (mode m (w x) y * deriv (fun v => mode n v y) (w x)) := by
    have h := hasDerivAt_mode n hpos y
    have hc : deriv (fun t => mode n (w t) y) x = _ * w' := (h.comp x hw).deriv
    rw [hc, h.deriv]
    ring
  have hmain := coupling_eq m n hpos
  unfold coupling at hmain
  simp only [key]
  rw [intervalIntegral.integral_const_mul, hmain, mul_ite, mul_zero]
```

Now the width is a function w of the position x along the wire, positive and differentiable at the point considered. The symbol `w'` is a number, the slope dw/dx at that point. The chain rule gives

∂/∂x φₙ(w(x), y) = w′ · ∂φₙ/∂W, evaluated at W = w(x),

so the coupling through the x-derivative is w′Aₘₙ. In the proof, `h.comp x hw` is the chain rule, and the constant w′ is then taken out of the integral.

In a calculation, one expands the wavefunction in a finite number of local modes,

ψ(x, y) = Σₙ cₙ(x) φₙ(w(x), y).

For smooth w and cₙ, projecting ∂²ψ/∂x² onto φₘ gives

cₘ″ + 2w′ Σₙ Aₘₙ cₙ′ + Σₙ Bₘₙ cₙ, with Bₘₙ = ∫ φₘ (∂²φₙ/∂x²) dy.

The theorem supplies the coefficients w′Aₘₙ of the middle term; Bₘₙ is not evaluated here. Since Aₘₙ is proportional to 1/W, a code can tabulate the matrix once for W = 1 and multiply it by w′(x)/w(x) at each slice, with no quadrature over y for this term.

## Neighbouring subbands

```lean
/-- For width `W > 0`, the coupling between the neighbouring modes `n+1` and `n` is
`-2n(n+1)/(W(2n+1))`. -/
theorem coupling_neighbour (n : ℕ) {W : ℝ} (hW : 0 < W) :
    coupling (n + 1) n W = -(2 * n * (n + 1)) / (W * (2 * n + 1)) := by
  have hodd : (-1 : ℝ) ^ (n + 1 + n) = -1 := Odd.neg_one_pow ⟨n, by ring⟩
  have hsq : ((n : ℝ) + 1) ^ 2 - (n : ℝ) ^ 2 = 2 * n + 1 := by ring
  rw [coupling_eq _ _ hW, if_neg (by omega), hodd]
  push_cast
  rw [hsq]
  ring

end

end TaperedWire
```

Setting m = n + 1 makes m + n odd and m² − n² = 2n + 1, hence

Aₙ₊₁,ₙ = −2n(n + 1) / (W(2n + 1)).

The proof makes these same two substitutions, named `hodd` and `hsq`.

The smallest physical case is n = 1, the coupling between the two lowest subbands:

A₂₁ = −4/(3W).

Exchanging the indices in the general formula gives A₁₂ = +4/(3W). With only these two modes retained, the coupling matrix is therefore antisymmetric with a zero diagonal, and a single number specifies it at each width.

```lean
#print axioms TaperedWire.tapered_coupling
#print axioms TaperedWire.coupling_neighbour
```

```
'TaperedWire.tapered_coupling' depends on axioms: [propext, Classical.choice, Quot.sound]
'TaperedWire.coupling_neighbour' depends on axioms: [propext, Classical.choice, Quot.sound]
```
